# Mixed second derivatives of a stationary Lagrangian energy from first-order responses

Amplitudes and multipliers are modelled here as a single vector $z(p)$, given as a differentiable function of the external parameters $p$, and the Lagrangian $L$ is assumed to be stationary in that vector at every $p$. If $L$ is also twice continuously differentiable, the mixed second derivative of the energy $E(p)=L(p,z(p))$ along two directions follows from the first-order response of $z$ along only one of them.

```lean
import Mathlib

namespace LagrangianSecondDerivatives

noncomputable section

variable {X V : Type*} [NormedAddCommGroup X] [NormedSpace ℝ X]
  [NormedAddCommGroup V] [NormedSpace ℝ V]

/-- The energy as a function of the external parameters `p`: the Lagrangian evaluated at the
wavefunction parameters `z p`. -/
def energy (L : X × V → ℝ) (z : X → V) (p : X) : ℝ := L (p, z p)

/-- The Lagrangian is stationary in the wavefunction parameters at every `(p, z p)`. -/
def IsStationary (L : X × V → ℝ) (z : X → V) : Prop :=
  ∀ (p : X) (c : V), fderiv ℝ L (p, z p) (0, c) = 0

/-- The second derivative of the Lagrangian at `w` along the directions `a` and `b`. -/
def hess (L : X × V → ℝ) (w a b : X × V) : ℝ := fderiv ℝ (fderiv ℝ L) w a b

/-- The second derivative splits, in its first direction, into an external part and a
wavefunction part. -/
theorem hess_split_left (L : X × V → ℝ) (w : X × V) (v : X) (c : V) (b : X × V) :
    hess L w (v, c) b = hess L w (v, 0) b + hess L w (0, c) b := by
  have e : ((v, c) : X × V) = (v, 0) + (0, c) := by simp
  unfold hess
  rw [e, map_add]
  rfl

/-- The second derivatives of a twice continuously differentiable Lagrangian commute. -/
theorem hess_comm {L : X × V → ℝ} (hL : ContDiff ℝ 2 L) (w a b : X × V) :
    hess L w a b = hess L w b a := by
  have h1 : Differentiable ℝ L := hL.differentiable (by norm_num)
  have h2 : Differentiable ℝ (fderiv ℝ L) :=
    (hL.fderiv_right (m := 1) (by norm_num)).differentiable (by norm_num)
  exact second_derivative_symmetric (fun y => (h1 y).hasFDerivAt) (h2 w).hasFDerivAt a b

/-- Along the path `(p, z p)`, a first derivative of the Lagrangian changes through the external
parameters and through the response of `z`. -/
theorem slope_along_path {L : X × V → ℝ} {z : X → V} (hL : ContDiff ℝ 2 L)
    (hz : Differentiable ℝ z) (p v : X) (w : X × V) :
    HasLineDerivAt ℝ (fun q => fderiv ℝ L (q, z q) w)
      (hess L (p, z p) (v, fderiv ℝ z p v) w) p v := by
  have h2 : Differentiable ℝ (fderiv ℝ L) :=
    (hL.fderiv_right (m := 1) (by norm_num)).differentiable (by norm_num)
  have hpath : HasFDerivAt (fun q => (q, z q))
      ((ContinuousLinearMap.id ℝ X).prod (fderiv ℝ z p)) p :=
    (hasFDerivAt_id p).prodMk (hz p).hasFDerivAt
  have h := HasFDerivAt.comp (f := fun q => (q, z q)) p (h2 (p, z p)).hasFDerivAt hpath
  exact ((ContinuousLinearMap.apply ℝ ℝ w).hasFDerivAt.comp p h).hasLineDerivAt v

/-- The first derivative of the energy is the explicit derivative of the Lagrangian, `E_u = L_u`. -/
theorem energy_gradient {L : X × V → ℝ} {z : X → V} (hL : Differentiable ℝ L)
    (hz : Differentiable ℝ z) (hs : IsStationary L z) (p u : X) :
    HasLineDerivAt ℝ (energy L z) (fderiv ℝ L (p, z p) (u, 0)) p u := by
  have hpath : HasFDerivAt (fun q => (q, z q))
      ((ContinuousLinearMap.id ℝ X).prod (fderiv ℝ z p)) p :=
    (hasFDerivAt_id p).prodMk (hz p).hasFDerivAt
  have h := (HasFDerivAt.comp (f := fun q => (q, z q)) p
    (hL (p, z p)).hasFDerivAt hpath).hasLineDerivAt u
  have e : ((u, fderiv ℝ z p u) : X × V) = (u, 0) + (0, fderiv ℝ z p u) := by simp
  -- the response term drops out by stationarity
  have k : fderiv ℝ L (p, z p) (u, fderiv ℝ z p u) = fderiv ℝ L (p, z p) (u, 0) := by
    rw [e, map_add, hs, add_zero]
  rw [← k]
  exact h

/-- The first-order response equation, `L_uz + L_zz z_u = 0`, tested on any direction `c`. -/
theorem response_equation {L : X × V → ℝ} {z : X → V} (hL : ContDiff ℝ 2 L)
    (hz : Differentiable ℝ z) (hs : IsStationary L z) (p u : X) (c : V) :
    hess L (p, z p) (u, 0) (0, c) + hess L (p, z p) (0, fderiv ℝ z p u) (0, c) = 0 := by
  have h := slope_along_path hL hz p u (0, c)
  have e : (fun q => fderiv ℝ L (q, z q) (0, c)) = fun _ => (0 : ℝ) :=
    funext fun q => hs q c
  rw [e] at h
  have h' : HasDerivAt (fun _ : ℝ => (0 : ℝ))
      (hess L (p, z p) (u, fderiv ℝ z p u) (0, c)) 0 := h
  rw [← hess_split_left]
  exact h'.unique (hasDerivAt_const (0 : ℝ) (0 : ℝ))

/-- The mixed second derivative of the energy in its asymmetric form `L_uv + L_uz z_v` and in its
symmetric form `L_uv - L_zz(z_u, z_v)`. -/
theorem energy_mixed_derivative {L : X × V → ℝ} {z : X → V} (hL : ContDiff ℝ 2 L)
    (hz : Differentiable ℝ z) (hs : IsStationary L z) (p u v : X) :
    HasLineDerivAt ℝ (fun q => lineDeriv ℝ (energy L z) q u)
      (hess L (p, z p) (u, 0) (v, 0) + hess L (p, z p) (u, 0) (0, fderiv ℝ z p v)) p v ∧
    HasLineDerivAt ℝ (fun q => lineDeriv ℝ (energy L z) q u)
      (hess L (p, z p) (u, 0) (v, 0)
        - hess L (p, z p) (0, fderiv ℝ z p u) (0, fderiv ℝ z p v)) p v := by
  have e : (fun q => lineDeriv ℝ (energy L z) q u) = fun q => fderiv ℝ L (q, z q) (u, 0) :=
    funext fun q => (energy_gradient (hL.differentiable (by norm_num)) hz hs q u).lineDeriv
  have h := slope_along_path hL hz p v (u, 0)
  have s := hess_split_left L (p, z p) v (fderiv ℝ z p v) (u, 0)
  have c1 := hess_comm hL (p, z p) (v, 0) (u, 0)
  have c2 := hess_comm hL (p, z p) (0, fderiv ℝ z p v) (u, 0)
  -- the response equation for `u` trades the mixed block for `L_zz`
  have r := response_equation hL hz hs p u (fderiv ℝ z p v)
  rw [e]
  constructor
  · convert h using 1
    linear_combination -s - c1 - c2
  · convert h using 1
    linear_combination -s - c1 - c2 - r

/-- With trial responses `a`, `b` in place of `z_u`, `z_v`, the full second derivative of the
Lagrangian differs from that of the energy by `L_zz(a - z_u, b - z_v)`. -/
theorem trial_response_error {L : X × V → ℝ} {z : X → V} (hL : ContDiff ℝ 2 L)
    (hz : Differentiable ℝ z) (hs : IsStationary L z) (p u v : X) (a b : V) :
    hess L (p, z p) (u, a) (v, b) - lineDeriv ℝ (fun q => lineDeriv ℝ (energy L z) q u) p v
      = hess L (p, z p) (0, a - fderiv ℝ z p u) (0, b - fderiv ℝ z p v) := by
  rw [(energy_mixed_derivative hL hz hs p u v).1.lineDeriv]
  have right : ∀ d : X × V, hess L (p, z p) d (v, b)
      = hess L (p, z p) d (v, 0) + hess L (p, z p) d (0, b) := fun d => by
    rw [hess_comm hL _ d (v, b), hess_split_left, hess_comm hL _ (v, 0) d,
      hess_comm hL _ (0, b) d]
  have d : hess L (p, z p) (0, a - fderiv ℝ z p u) (0, b - fderiv ℝ z p v)
      = hess L (p, z p) (0, a) (0, b) - hess L (p, z p) (0, a) (0, fderiv ℝ z p v)
        - hess L (p, z p) (0, fderiv ℝ z p u) (0, b)
        + hess L (p, z p) (0, fderiv ℝ z p u) (0, fderiv ℝ z p v) := by
    have e1 : ((0, a - fderiv ℝ z p u) : X × V) = (0, a) - (0, fderiv ℝ z p u) := by simp
    have e2 : ((0, b - fderiv ℝ z p v) : X × V) = (0, b) - (0, fderiv ℝ z p v) := by simp
    unfold hess
    rw [e1, e2]
    simp only [map_sub, sub_apply]
    ring
  rw [hess_split_left L _ u a, right (u, 0), right (0, a), d]
  -- terms linear in the response errors cancel by the response equations
  linear_combination response_equation hL hz hs p u b
    - response_equation hL hz hs p u (fderiv ℝ z p v)
    + hess_comm hL (p, z p) (0, a) (v, 0) + response_equation hL hz hs p v a
    - hess_comm hL (p, z p) (0, fderiv ℝ z p v) (0, a)

/-- For two real parameters `x` and `y`: `E_xy = L_xy + L_xz z_y = L_xy - L_zz(z_x, z_y)`, with
ordinary partial derivatives of the energy and of `z`. -/
theorem energy_xy {L : (ℝ × ℝ) × V → ℝ} {z : ℝ × ℝ → V} (hL : ContDiff ℝ 2 L)
    (hz : Differentiable ℝ z) (hs : IsStationary L z) (x y : ℝ) :
    HasDerivAt (fun s => deriv (fun r => energy L z (r, s)) x)
      (hess L ((x, y), z (x, y)) ((1, 0), 0) ((0, 1), 0)
        + hess L ((x, y), z (x, y)) ((1, 0), 0) (0, deriv (fun s => z (x, s)) y)) y ∧
    HasDerivAt (fun s => deriv (fun r => energy L z (r, s)) x)
      (hess L ((x, y), z (x, y)) ((1, 0), 0) ((0, 1), 0)
        - hess L ((x, y), z (x, y)) (0, deriv (fun r => z (r, y)) x)
            (0, deriv (fun s => z (x, s)) y)) y := by
  -- directional derivatives along the axes are partial derivatives
  have hx : ∀ (f : ℝ × ℝ → ℝ) (d s : ℝ), HasLineDerivAt ℝ f d (x, s) (1, 0) →
      HasDerivAt (fun r => f (r, s)) d x := by
    intro f d s h
    have h' : HasDerivAt (fun t : ℝ => f ((x, s) + t • ((1 : ℝ), (0 : ℝ)))) d (x - x) := by
      rw [sub_self]
      exact h
    have h2 : HasDerivAt (fun r : ℝ => f ((x, s) + (r - x) • ((1 : ℝ), (0 : ℝ)))) d x :=
      h'.comp_sub_const x x
    have e : (fun r : ℝ => f ((x, s) + (r - x) • ((1 : ℝ), (0 : ℝ)))) = fun r => f (r, s) := by
      funext r
      simp
    rwa [e] at h2
  have hy : ∀ (f : ℝ × ℝ → ℝ) (d : ℝ), HasLineDerivAt ℝ f d (x, y) (0, 1) →
      HasDerivAt (fun s => f (x, s)) d y := by
    intro f d h
    have h' : HasDerivAt (fun t : ℝ => f ((x, y) + t • ((0 : ℝ), (1 : ℝ)))) d (y - y) := by
      rw [sub_self]
      exact h
    have h2 : HasDerivAt (fun s : ℝ => f ((x, y) + (s - y) • ((0 : ℝ), (1 : ℝ)))) d y :=
      h'.comp_sub_const y y
    have e : (fun s : ℝ => f ((x, y) + (s - y) • ((0 : ℝ), (1 : ℝ)))) = fun s => f (x, s) := by
      funext s
      simp
    rwa [e] at h2
  have zx : deriv (fun r => z (r, y)) x = fderiv ℝ z (x, y) (1, 0) :=
    (HasFDerivAt.comp_hasDerivAt (f := fun r : ℝ => (r, y)) x (hz (x, y)).hasFDerivAt
      ((hasDerivAt_id x).prodMk (hasDerivAt_const x y))).deriv
  have zy : deriv (fun s => z (x, s)) y = fderiv ℝ z (x, y) (0, 1) :=
    (HasFDerivAt.comp_hasDerivAt (f := fun s : ℝ => (x, s)) y (hz (x, y)).hasFDerivAt
      ((hasDerivAt_const y x).prodMk (hasDerivAt_id y))).deriv
  have e : (fun s => deriv (fun r => energy L z (r, s)) x)
      = fun s => lineDeriv ℝ (energy L z) (x, s) (1, 0) := by
    funext s
    have g := energy_gradient (hL.differentiable (by norm_num)) hz hs (x, s) (1, 0)
    rw [g.lineDeriv]
    exact (hx _ _ s g).deriv
  have m := energy_mixed_derivative hL hz hs (x, y) (1, 0) (0, 1)
  rw [e, zx, zy]
  exact ⟨hy _ _ m.1, hy _ _ m.2⟩

/-- A model Lagrangian `x t + t² + l (t - y)` with one amplitude `t` and one multiplier `l`. -/
def modelLagrangian (w : (ℝ × ℝ) × (ℝ × ℝ)) : ℝ :=
  w.1.1 * w.2.1 + w.2.1 ^ 2 + w.2.2 * (w.2.1 - w.1.2)

/-- The amplitude `t = y` and multiplier `l = -(x + 2 y)` of the model. -/
def modelState (p : ℝ × ℝ) : ℝ × ℝ := (p.2, -(p.1 + 2 * p.2))

/-- The model Lagrangian and its state are smooth enough and stationary, and the energy is
`x y + y²`. -/
theorem model_witness :
    ContDiff ℝ 2 modelLagrangian ∧ Differentiable ℝ modelState ∧
      IsStationary modelLagrangian modelState ∧
      ∀ x y : ℝ, energy modelLagrangian modelState (x, y) = x * y + y ^ 2 := by
  have hL : ContDiff ℝ 2 modelLagrangian := by
    unfold modelLagrangian
    fun_prop
  refine ⟨hL, by unfold modelState; fun_prop, ?_, ?_⟩
  · intro p c
    have h : HasDerivAt
        (fun t : ℝ => modelLagrangian ((p, modelState p) + t • ((0, c) : (ℝ × ℝ) × (ℝ × ℝ))))
        (fderiv ℝ modelLagrangian (p, modelState p) (0, c)) 0 :=
      ((hL.differentiable (by norm_num)) (p, modelState p)).hasFDerivAt.hasLineDerivAt (0, c)
    -- around the stationary point the Lagrangian has no linear term
    have e : (fun t : ℝ =>
        modelLagrangian ((p, modelState p) + t • ((0, c) : (ℝ × ℝ) × (ℝ × ℝ))))
        = fun t => (p.1 * p.2 + p.2 ^ 2) + t ^ 2 * (c.1 ^ 2 + c.1 * c.2) := by
      funext t
      simp only [modelLagrangian, modelState, Prod.fst_add, Prod.snd_add, Prod.smul_fst,
        Prod.smul_snd, smul_eq_mul, Prod.fst_zero, Prod.snd_zero]
      ring
    rw [e] at h
    have h2 := ((hasDerivAt_pow 2 (0 : ℝ)).mul_const (c.1 ^ 2 + c.1 * c.2)).const_add
      (p.1 * p.2 + p.2 ^ 2)
    exact (h.unique h2).trans (by simp)
  · intro x y
    simp only [energy, modelLagrangian, modelState]
    ring

end

end LagrangianSecondDerivatives
```

```lean
#print axioms LagrangianSecondDerivatives.energy_mixed_derivative
#print axioms LagrangianSecondDerivatives.trial_response_error
#print axioms LagrangianSecondDerivatives.energy_xy
```

```
'LagrangianSecondDerivatives.energy_mixed_derivative' depends on axioms: [propext, Classical.choice, Quot.sound]
'LagrangianSecondDerivatives.trial_response_error' depends on axioms: [propext, Classical.choice, Quot.sound]
'LagrangianSecondDerivatives.energy_xy' depends on axioms: [propext, Classical.choice, Quot.sound]
```

## Parameters, responses and blocks of the second derivative

The external parameters, such as field strengths and nuclear displacements, form a real normed space `X`. The wavefunction parameters form another, `V`. Both may have any dimension. For directions $u,v$ in `X` and $c,d$ in `V`, write $z_u$ for `fderiv ℝ z p u`, the response of the wavefunction parameters to a change of $p$ along $u$. At the point $(p,z(p))$, write

- $L_u$ for `fderiv ℝ L (p, z p) (u, 0)`, the explicit derivative with $z$ held fixed;
- $L_{uv}$ for `hess L (p, z p) (u, 0) (v, 0)`;
- $L_{uz}c$ for `hess L (p, z p) (u, 0) (0, c)`;
- $L_{zz}(c,d)$ for `hess L (p, z p) (0, c) (0, d)`.

`hess` is the second Fréchet derivative, without a factor of one half. For $V=\mathbb R^n$, $L_{zz}(c,d)$ is the matrix expression $\langle c, L_{zz}d\rangle$.

In coupled-cluster theory, $L$ is the energy expression plus multipliers times the amplitude equations. `IsStationary` then contains two sets of equations: variation of the multipliers gives the amplitude equations, and variation of the amplitudes gives the equations for the multipliers. If orbitals relax with the perturbation, their parameters and conditions must be included in $z$ and $L$, or their dependence on $p$ must be built into $L$ explicitly.

The main theorem, `energy_mixed_derivative`, says that $E_u$, differentiated along $v$, has the derivative

$$E_{uv}=L_{uv}+L_{uz}z_v=L_{uv}-L_{zz}(z_u,z_v).$$

`HasLineDerivAt` means that $t\mapsto f(p+tv)$ is differentiable at $t=0$ with the stated value, so the existence of $E_{uv}$ is part of the conclusion. `energy_xy` gives the same two formulas for real parameters $x$ and $y$, with ordinary partial derivatives.

The asymmetric form matters when one kind of perturbation has far fewer components than the other. For derivatives of the dipole moment with respect to nuclear positions, the responses of $z$ to three field components suffice alongside the explicit derivatives of $L$, provided that the Lagrangian is smooth and its equations are solved exactly along a differentiable branch. If relaxing orbitals are built into $L$ explicitly instead of being included in $z$, those explicit derivatives contain orbital responses to the nuclear displacements as well. The theorems assume such a branch for all $p$ and do not construct it. They also take $L$ to be real and smooth on the whole space, which idealises a molecular Lagrangian that is singular where nuclei coincide.

## From stationarity to the two formulas

**The gradient.** The chain rule gives

$$E_u=DL(p,z(p))(u,z_u)=L_u+DL(p,z(p))(0,z_u)=L_u,$$

because stationarity removes the last term. This is `energy_gradient`, where the step `k` performs the cancellation. It needs only first differentiability of $L$.

**The response equation.** For fixed $c$, the function $q\mapsto DL(q,z(q))(0,c)$ is zero everywhere. Its derivative along $u$ is therefore zero as well:

$$L_{uz}c+L_{zz}(z_u,c)=0.$$

The chain rule used here is `slope_along_path`, which differentiates $DL(q,z(q))w$ for any fixed direction $w$. In `response_equation`, $w=(0,c)$; the function is replaced by the constant zero, and uniqueness of the derivative gives the equation. `hess_split_left` separates its two terms.

**The second derivative.** The gradient formula holds at every $q$, so $E_u$ can be replaced by $DL(q,z(q))(u,0)$ before differentiating again. No derivative of $z$ appears in this expression, and hence no second derivative of $z$ is needed. Differentiation along $v$ gives

$$E_{uv}=D^2L\,\big((v,z_v),(u,0)\big)=L_{uv}+L_{uz}z_v.$$

The last step uses linearity and the symmetry of second derivatives, `hess_comm`. Setting $c=z_v$ in the response equation turns $L_{uz}z_v$ into $-L_{zz}(z_u,z_v)$, which yields the symmetric form. In the Lean proof, `slope_along_path` is applied with $w=(u,0)$, and `linear_combination` collects the splitting and symmetry identities; the second formula also uses the response equation `r`.

**Two real parameters.** In `energy_xy`, the auxiliary statements `hx` and `hy` identify directional derivatives along the axes with partial derivatives of the energy, while `zx` and `zy` do the same for $z$.

## The error from approximate responses

Suppose that approximate responses $a$ and $b$ replace $z_u$ and $z_v$ in the full second derivative

$$D^2L\,\big((u,a),(v,b)\big)=L_{uv}+L_{uz}b+L_{vz}a+L_{zz}(a,b).$$

The response equations give $L_{uz}b=-L_{zz}(z_u,b)$ and $L_{vz}a=-L_{zz}(z_v,a)$. Subtracting $E_{uv}=L_{uv}-L_{zz}(z_u,z_v)$ leaves

$$L_{zz}(a,b)-L_{zz}(z_u,b)-L_{zz}(a,z_v)+L_{zz}(z_u,z_v)=L_{zz}(a-z_u,\,b-z_v).$$

This is `trial_response_error`. Its proof expands both sides by linearity and then cancels the remaining terms with the response equations. The error is a product of the two response errors and vanishes if either response is exact. It has no definite sign in general: $L_{zz}$ need not be positive, and even a positive $L_{zz}$ can give a negative value when the two response errors differ. The formula assumes that $z(p)$ itself is exact, so it does not cover errors from unconverged amplitudes or multipliers.

## One amplitude and one multiplier

The model Lagrangian in the Lean code has amplitude $t$, multiplier $l$ and Lagrangian $L=xt+t^2+l(t-y)$. Its stationary state is $t=y$, $l=-(x+2y)$, with energy $E=xy+y^2$. `model_witness` confirms that this example satisfies the assumptions. For stationarity, it expands $L$ along a line through the state and finds no linear term.

At $x=1$, $y=2$, the state is $z=(t,l)=(2,-5)$ and $E=6$. The gradient formula gives $E_x=L_x=t=2$. For the mixed derivative,

$$z_x=(0,-1),\quad z_y=(1,-2),\quad L_{xy}=0,\quad L_{xz}=(1,0),\quad L_{zz}=\begin{pmatrix}2&1\\1&0\end{pmatrix}.$$

The asymmetric form gives $0+1=1$. Since $L_{zz}z_y=(0,1)$, the symmetric form gives $0-(-1)=1$. Both agree with direct differentiation of $xy+y^2$.

Now let both amplitude responses be too large by $0.1$, so that $a=(0.1,-1)$ and $b=(1.1,-2)$. With $L_{yz}=(0,-1)$, the full second derivative is $0+1.1+1-1.08=1.02$. Its error is $0.02=2\cdot0.1\cdot0.1$, as the error formula predicts.

## Obtaining the branch from an invertible Hessian

Another model would start from a single stationary point and assume that $L_{zz}$ is invertible there. In finite dimensions, the implicit function theorem then supplies a continuously differentiable branch $z(p)$ near that point. Differentiability would become a consequence, but the branch and the derivative formulas would be local. The version used here needs no invertibility, but it takes the differentiable branch as given.
